# Spinless fermions on a ring with nearest-neighbour hoppings −t ≤ 0 and density interactions: lowest energy at flux 0 for odd N, π for even N

Put two free spinless fermions on a four-site ring with periodic boundary conditions and hopping $-t$, $t>0$. The lowest energy is $-2t$ and it is degenerate. With a sign change on the closing bond it is $-2\sqrt2\,t$, without degeneracy. The sign change amounts to a flux $\pi$ through the ring, so here flux 0 does not give the lowest energy. For $N$ spinless fermions on a ring with nearest-neighbour hoppings $-t_j\le0$, no flux gives a lower energy than flux 0 if $N$ is odd, or flux $\pi$ if $N$ is even, whatever the density interaction.

```lean
import Mathlib

open Matrix

noncomputable section

namespace LatticeLeggett

variable {n N : ℕ}
```

## The ring and its Hamiltonian

The ring has $L=n+1$ sites, numbered $0,\dots,n$. A state assigns an amplitude $\psi(S)$ to each set $S$ of occupied sites.

```lean
/-- Fock-space amplitudes on a ring of `n + 1` sites, indexed by the set of occupied sites. -/
abbrev Amplitudes (n : ℕ) := Finset (Fin (n + 1)) → ℂ
```

Fermi statistics enters through the sign $s_j(S)=(-1)^{\#\{k\in S:\,k<j\}}$.

```lean
/-- The Jordan–Wigner sign: one factor `-1` for each particle on a site before `j`. -/
def jwSign (j : Fin (n + 1)) (S : Finset (Fin (n + 1))) : ℂ :=
  (-1) ^ (S.filter (fun k => k < j)).card
```

The annihilator $c_j$ takes $S\cup\{j\}$ to $S$ with this sign, for $j\notin S$.

```lean
/-- The fermionic annihilation operator of site `j` in the occupation basis. -/
def annihilate (j : Fin (n + 1)) :
    Matrix (Finset (Fin (n + 1))) (Finset (Fin (n + 1))) ℂ :=
  Matrix.of fun S T => if j ∉ S ∧ T = insert j S then jwSign j S else 0
```

Bond $j$ joins $j$ to $j+1$. In Lean, `j + 1` wraps around, so bond $n$ leads back to site 0. It carries the whole phase, $p_n=e^{i\varphi}$, and $p_j=1$ elsewhere. Here $\varphi$ is the enclosed flux as an angle, and placing it on one bond is a gauge choice.

```lean
/-- The phase factor of the bond from `j` to `j + 1`: `exp (i φ)` on the bond that closes
the ring, and `1` on all others. -/
def bondPhase (φ : ℝ) (j : Fin (n + 1)) : ℂ :=
  if j = Fin.last n then Complex.exp (φ * Complex.I) else 1

/-- The operator that moves a particle from site `j` to site `j + 1`, with the bond phase. -/
def hop (φ : ℝ) (j : Fin (n + 1)) :
    Matrix (Finset (Fin (n + 1))) (Finset (Fin (n + 1))) ℂ :=
  bondPhase φ j • ((annihilate (j + 1))ᴴ * annihilate j)
```

The Hamiltonian is
$$H=V-\sum_j t_j\,(p_j\,c_{j+1}^\dagger c_j+\text{h.c.}),$$
where $V(S)$ is any real function of the occupied set, which includes disorder and density interactions of any range. The $t_j$ are tunnelling amplitudes. The comparison of energies at different fluxes, and what follows from it, assumes $t_j\ge0$, so that the hoppings hide no extra sign: a negative product of the $t_j$ would act as an additional flux $\pi$.

```lean
/-- The ring Hamiltonian with hoppings `-t j`, flux `φ` and an interaction `V` that depends
on the occupied sites. -/
def hamiltonian (t : Fin (n + 1) → ℝ) (V : Finset (Fin (n + 1)) → ℝ) (φ : ℝ) :
    Matrix (Finset (Fin (n + 1))) (Finset (Fin (n + 1))) ℂ :=
  Matrix.diagonal (fun S => (V S : ℂ)) - ∑ j, (t j : ℂ) • (hop φ j + (hop φ j)ᴴ)
```

The energy is $\langle\psi,H\psi\rangle$, evaluated on normalised states with exactly $N$ particles. The lowest energy is the least value attained on them.

```lean
/-- The real part of `⟨ψ, H ψ⟩`. For normalized `ψ` it is the expectation value of the Hamiltonian.
-/
def energy (t : Fin (n + 1) → ℝ) (V : Finset (Fin (n + 1)) → ℝ) (φ : ℝ)
    (ψ : Amplitudes n) : ℝ :=
  (star ψ ⬝ᵥ (hamiltonian t V φ *ᵥ ψ)).re

/-- `ψ` is a normalized state of exactly `N` particles. -/
def IsState (N : ℕ) (ψ : Amplitudes n) : Prop :=
  (∀ S, S.card ≠ N → ψ S = 0) ∧ ∑ S, ‖ψ S‖ ^ 2 = 1

/-- `E` is the lowest energy expectation value among normalized `N`-particle states. -/
def IsLowestEnergy (t : Fin (n + 1) → ℝ) (V : Finset (Fin (n + 1)) → ℝ) (φ : ℝ)
    (N : ℕ) (E : ℝ) : Prop :=
  IsLeast (energy t V φ '' {ψ | IsState N ψ}) E
```

The candidate flux $\varphi_N$ is 0 for odd $N$ and $\pi$ for even $N$. The competing state is $|\psi|$, with every amplitude replaced by its modulus.

```lean
/-- The flux `0` for an odd and `π` for an even number of particles. -/
def optimalFlux (N : ℕ) : ℝ := if Odd N then 0 else Real.pi

/-- The amplitudes replaced by their moduli. -/
def modulus (ψ : Amplitudes n) : Amplitudes n := fun S => (‖ψ S‖ : ℂ)
```

## Energy as a sum over bonds

By definition, $(c_j\psi)(S)=s_j(S)\,\psi(S\cup\{j\})$ if $j\notin S$, and 0 otherwise.

```lean
/-- After a particle is removed from site `j`, the amplitude is zero on sets that contain `j`. On
any other set it is the old amplitude of that set with `j` added, up to the Jordan–Wigner sign. -/
theorem annihilate_mulVec (j : Fin (n + 1)) (ψ : Amplitudes n) (S : Finset (Fin (n + 1))) :
    (annihilate j *ᵥ ψ) S = if j ∈ S then 0 else jwSign j S * ψ (insert j S) := by
  by_cases h : j ∈ S <;> simp [annihilate, Matrix.mulVec, dotProduct, h]
```

Moving $c_{j+1}^\dagger$ to the left gives $\langle\psi,c_{j+1}^\dagger c_j\psi\rangle=\langle c_{j+1}\psi,c_j\psi\rangle$. The conjugate hop adds the complex conjugate, hence
$$E_\varphi(\psi)=\sum_S V(S)|\psi(S)|^2-\sum_j 2t_j\,\mathrm{Re}\big[p_j\langle c_{j+1}\psi,c_j\psi\rangle\big].$$
In the proof, `hhop` is the first identity and `hadj` the conjugation.

```lean
/-- The energy is the mean interaction minus, for each bond, a hopping term given by the
overlap of the states with one particle removed at either end. -/
theorem energy_eq (t : Fin (n + 1) → ℝ) (V : Finset (Fin (n + 1)) → ℝ) (φ : ℝ)
    (ψ : Amplitudes n) :
    energy t V φ ψ = ∑ S, V S * ‖ψ S‖ ^ 2 - ∑ j, 2 * t j *
      (bondPhase φ j * (star (annihilate (j + 1) *ᵥ ψ) ⬝ᵥ (annihilate j *ᵥ ψ))).re := by
  have hhop : ∀ j, star ψ ⬝ᵥ (hop φ j *ᵥ ψ) =
      bondPhase φ j * (star (annihilate (j + 1) *ᵥ ψ) ⬝ᵥ (annihilate j *ᵥ ψ)) := by
    intro j
    rw [hop, Matrix.smul_mulVec, dotProduct_smul, smul_eq_mul, ← Matrix.mulVec_mulVec,
      Matrix.dotProduct_mulVec, Matrix.star_mulVec]
  have hadj : ∀ j, star ψ ⬝ᵥ ((hop φ j)ᴴ *ᵥ ψ) = star (star ψ ⬝ᵥ (hop φ j *ᵥ ψ)) := by
    intro j
    rw [Matrix.dotProduct_mulVec, ← Matrix.star_mulVec, Matrix.star_dotProduct]
  have hsum : star ψ ⬝ᵥ ((∑ j, (t j : ℂ) • (hop φ j + (hop φ j)ᴴ)) *ᵥ ψ) =
      ∑ j, star ψ ⬝ᵥ (((t j : ℂ) • (hop φ j + (hop φ j)ᴴ)) *ᵥ ψ) :=
    map_sum (AddMonoidHom.mk' (fun M : Matrix (Finset (Fin (n + 1))) (Finset (Fin (n + 1))) ℂ =>
      star ψ ⬝ᵥ (M *ᵥ ψ)) (fun A B => by rw [Matrix.add_mulVec, dotProduct_add])) _ _
  have hV : (star ψ ⬝ᵥ (Matrix.diagonal (fun S => (V S : ℂ)) *ᵥ ψ)).re =
      ∑ S, V S * ‖ψ S‖ ^ 2 := by
    simp only [dotProduct, Matrix.mulVec_diagonal, Complex.re_sum, Pi.star_apply]
    refine Finset.sum_congr rfl fun S _ => ?_
    rw [Complex.sq_norm, Complex.normSq_apply]
    simp
    ring
  rw [energy, hamiltonian, Matrix.sub_mulVec, dotProduct_sub, hsum, Complex.sub_re, hV,
    Complex.re_sum]
  congr 1
  refine Finset.sum_congr rfl fun j _ => ?_
  rw [Matrix.smul_mulVec, dotProduct_smul, Matrix.add_mulVec, dotProduct_add, hadj, hhop,
    smul_eq_mul, Complex.re_ofReal_mul, Complex.add_re,
    show ∀ z : ℂ, (star z).re = z.re from fun z => Complex.conj_re z]
  ring
```

## The exchange sign and the flux that cancels it

Let $S$ hold the other $N-1$ particles, with both ends of the bond empty. On an interior bond, $k<j+1$ and $k<j$ select the same $k\in S$, so $s_{j+1}s_j=1$. On the closing bond, $s_0=1$ and $s_n=(-1)^{N-1}$, which equals $e^{i\varphi_N}$. In both cases $p_j(\varphi_N)\,s_{j+1}s_j=1$.

```lean
/-- With `S` the other particles and both ends of a bond outside `S`, the optimal flux
cancels the fermionic exchange sign of a hop along that bond. -/
theorem bond_sign (j : Fin (n + 1)) (S : Finset (Fin (n + 1))) (h0 : j ∉ S)
    (h1 : j + 1 ∉ S) :
    bondPhase (optimalFlux (S.card + 1)) j * (jwSign (j + 1) S * jwSign j S) = 1 := by
  have hsq : ∀ m : ℕ, (-1 : ℂ) ^ m * (-1) ^ m = 1 := fun m => by
    rw [← mul_pow]; norm_num
  have hflux : Complex.exp (optimalFlux (S.card + 1) * Complex.I) = (-1) ^ S.card := by
    rcases Nat.even_or_odd S.card with h | h
    · rw [optimalFlux, if_pos h.add_one, h.neg_one_pow]; simp
    · rw [optimalFlux, if_neg (Nat.not_odd_iff_even.2 h.add_one), h.neg_one_pow,
        Complex.exp_pi_mul_I]
  by_cases hj : j = Fin.last n
  · -- closing bond: the particle passes all the others
    subst hj
    have hz : jwSign (Fin.last n + 1) S = 1 := by
      rw [Fin.last_add_one]; simp [jwSign]
    have hl : S.filter (fun k => k < Fin.last n) = S :=
      Finset.filter_true_of_mem fun k hk =>
        lt_of_le_of_ne (Fin.le_last k) fun h => h0 (h ▸ hk)
    rw [hz, jwSign, hl, bondPhase, if_pos rfl, hflux, one_mul, hsq]
  · -- interior bond: no particle is passed
    have hv : (j + 1).val = j.val + 1 :=
      Fin.val_add_one_of_lt (lt_of_le_of_ne (Fin.le_last j) hj)
    have hf : S.filter (fun k => k < j + 1) = S.filter (fun k => k < j) := by
      refine Finset.filter_congr fun k hk => ?_
      have hne : k.val ≠ j.val := fun h => h0 (Fin.ext h ▸ hk)
      rw [Fin.lt_def, Fin.lt_def, hv]
      omega
    rw [jwSign, jwSign, hf, bondPhase, if_neg hj, one_mul, hsq]
```

In an exact diagonalisation of the four-site example, the closing bond takes $\{1,3\}$ to $\{0,1\}$ past the particle on site 1. The matrix element is $-te^{i\varphi}\cdot(-1)$: $+t$ at flux 0 and $-t$ at flux $\pi$. At $\pi$, every allowed hop has element $-t$.

## Moduli at the optimal flux never cost energy

Each $S$ contributes to a bond term
$$\mathrm{Re}\big[p_j s_{j+1}s_j\,\overline{\psi(S\cup\{j+1\})}\,\psi(S\cup\{j\})\big]\le|\psi(S\cup\{j+1\})|\,|\psi(S\cup\{j\})|.$$
The right side is exactly the contribution of $|\psi|$ at $\varphi_N$, by the sign rule. Sets $S$ of any other size contribute nothing.

```lean
/-- For an `N`-particle state, no bond term exceeds the one obtained from the moduli of the
amplitudes at the optimal flux. -/
theorem bond_le (φ : ℝ) (j : Fin (n + 1)) (ψ : Amplitudes n)
    (hψ : ∀ S, S.card ≠ N → ψ S = 0) :
    (bondPhase φ j * (star (annihilate (j + 1) *ᵥ ψ) ⬝ᵥ (annihilate j *ᵥ ψ))).re ≤
      (bondPhase (optimalFlux N) j * (star (annihilate (j + 1) *ᵥ modulus ψ) ⬝ᵥ
        (annihilate j *ᵥ modulus ψ))).re := by
  have hp : ‖bondPhase φ j‖ = 1 := by
    unfold bondPhase
    split_ifs
    · exact Complex.norm_exp_ofReal_mul_I φ
    · exact norm_one
  have hn : ∀ (i : Fin (n + 1)) S, ‖jwSign i S‖ = 1 := fun i S => by simp [jwSign]
  have hs : ∀ (i : Fin (n + 1)) S, star (jwSign i S) = jwSign i S := fun i S => by
    simp [jwSign]
  have hr : ∀ r : ℝ, star (r : ℂ) = r := fun r => Complex.conj_ofReal r
  simp only [dotProduct, Finset.mul_sum, Complex.re_sum, Pi.star_apply, annihilate_mulVec]
  refine Finset.sum_le_sum fun S _ => ?_
  by_cases h0 : j ∈ S
  · simp [h0]
  by_cases h1 : j + 1 ∈ S
  · simp [h1]
  rw [if_neg h0, if_neg h1, if_neg h0, if_neg h1]
  by_cases hc : S.card + 1 = N
  · subst hc
    have e : bondPhase (optimalFlux (S.card + 1)) j *
        (star (jwSign (j + 1) S * modulus ψ (insert (j + 1) S)) *
          (jwSign j S * modulus ψ (insert j S))) =
        ((‖ψ (insert (j + 1) S)‖ * ‖ψ (insert j S)‖ : ℝ) : ℂ) := by
      have hm : ∀ T, modulus ψ T = (‖ψ T‖ : ℂ) := fun _ => rfl
      rw [star_mul', hs, hm, hm, hr]
      push_cast
      linear_combination
        (‖ψ (insert (j + 1) S)‖ * ‖ψ (insert j S)‖ : ℂ) * bond_sign j S h0 h1
    rw [e, Complex.ofReal_re]
    refine (Complex.re_le_norm _).trans_eq ?_
    rw [norm_mul, norm_mul, norm_star, norm_mul, norm_mul, hp, hn, hn]
    ring
  · have hz : ψ (insert j S) = 0 := hψ _ (by rwa [Finset.card_insert_of_notMem h0])
    simp [hz, modulus]
```

The interaction part depends only on moduli. Multiplying by $2t_j\ge0$ and summing gives $E_{\varphi_N}(|\psi|)\le E_\varphi(\psi)$. Diamagnetic inequalities usually compare with zero field; this one compares with $\varphi_N$.

```lean
/-- Diamagnetic inequality: for `t j ≥ 0`, replacing the amplitudes of an `N`-particle state
by their moduli and the flux by the optimal one does not raise the energy. -/
theorem diamagnetic (t : Fin (n + 1) → ℝ) (ht : ∀ j, 0 ≤ t j)
    (V : Finset (Fin (n + 1)) → ℝ) (φ : ℝ) (ψ : Amplitudes n) (hψ : IsState N ψ) :
    energy t V (optimalFlux N) (modulus ψ) ≤ energy t V φ ψ := by
  have hV : ∑ S, V S * ‖modulus ψ S‖ ^ 2 = ∑ S, V S * ‖ψ S‖ ^ 2 := by simp [modulus]
  rw [energy_eq, energy_eq, hV]
  refine sub_le_sub_left (Finset.sum_le_sum fun j _ => ?_) _
  exact mul_le_mul_of_nonneg_left (bond_le φ j ψ hψ.1) (by linarith [ht j])
```

## The minimum over flux

The state $|\psi|$ is again normalised and has $N$ particles.

```lean
/-- The moduli of the amplitudes of a normalized `N`-particle state form such a state. -/
theorem isState_modulus {ψ : Amplitudes n} (hψ : IsState N ψ) : IsState N (modulus ψ) :=
  ⟨fun S hS => by simp [modulus, hψ.1 S hS], by simpa [modulus] using hψ.2⟩
```

For $N\le L$ such states exist and form a compact set, on which the continuous energy attains its minimum.

```lean
/-- If there are no more particles than sites, a lowest `N`-particle energy exists. -/
theorem exists_lowestEnergy (t : Fin (n + 1) → ℝ) (V : Finset (Fin (n + 1)) → ℝ) (φ : ℝ)
    (hN : N ≤ n + 1) : ∃ E, IsLowestEnergy t V φ N E := by
  have hclosed : IsClosed {ψ : Amplitudes n | IsState N ψ} := by
    have h1 : IsClosed {ψ : Amplitudes n | ∀ S, S.card ≠ N → ψ S = 0} := by
      simp only [Set.ofPred_forall]
      exact isClosed_iInter fun S => isClosed_iInter fun _ =>
        isClosed_eq (continuous_apply S) continuous_const
    exact h1.inter (isClosed_eq (by fun_prop) continuous_const)
  have hbdd : Bornology.IsBounded {ψ : Amplitudes n | IsState N ψ} := by
    refine (Metric.isBounded_closedBall (x := (0 : Amplitudes n)) (r := 1)).subset
      fun ψ hψ => ?_
    have hstate : IsState N ψ := hψ
    rw [mem_closedBall_zero_iff, pi_norm_le_iff_of_nonneg zero_le_one]
    intro S
    have h := Finset.single_le_sum (f := fun S => ‖ψ S‖ ^ 2)
      (fun i _ => sq_nonneg ‖ψ i‖) (Finset.mem_univ S)
    have h2 : ‖ψ S‖ ^ 2 ≤ 1 := h.trans_eq hstate.2
    nlinarith [norm_nonneg (ψ S)]
  have hne : {ψ : Amplitudes n | IsState N ψ}.Nonempty := by
    obtain ⟨S₀, -, hS₀⟩ := Finset.exists_subset_card_eq
      (s := (Finset.univ : Finset (Fin (n + 1)))) (n := N) (by simpa using hN)
    refine ⟨fun S => if S = S₀ then 1 else 0, fun S hS => ?_, ?_⟩
    · have hSne : S ≠ S₀ := fun h => hS (by rw [h]; exact hS₀)
      simp [hSne]
    · rw [Finset.sum_eq_single S₀] <;> simp +contextual
  have hcont : Continuous (energy t V φ) := by
    unfold energy
    simp only [dotProduct, Matrix.mulVec, Pi.star_apply]
    fun_prop
  -- a continuous function on a nonempty compact set of states attains its minimum
  exact ((Metric.isCompact_of_isClosed_isBounded hclosed hbdd).image hcont).exists_isLeast
    (hne.image _)
```

Take a minimiser $\psi$ at flux $\varphi$. Then $E_0\le E_{\varphi_N}(|\psi|)\le E_\varphi(\psi)=E$, where $E_0$ and $E$ are the lowest energies at $\varphi_N$ and $\varphi$. This is the part of Leggett's parity rule that concerns the minimum, on a finite lattice and for every $L\ge1$. The rule also describes the response near flux 0 as paramagnetic for even $N$; a minimum at $\pi$ does not by itself imply that, and it is not proved here. The theorem locates a minimum without claiming that it is unique: a full ring with $L\ge3$ does not respond to flux at all.

```lean
/-- The energy minimum in Leggett's parity rule, on a lattice: for `t j ≥ 0` and any real density
interaction, the lowest `N`-particle energy at flux `0` (odd `N`) or `π` (even `N`) is at most that
at any flux `φ`. -/
theorem leggett (t : Fin (n + 1) → ℝ) (ht : ∀ j, 0 ≤ t j)
    (V : Finset (Fin (n + 1)) → ℝ) (φ : ℝ) {E₀ E : ℝ}
    (h₀ : IsLowestEnergy t V (if Odd N then 0 else Real.pi) N E₀)
    (h : IsLowestEnergy t V φ N E) : E₀ ≤ E := by
  obtain ⟨ψ, hψ, rfl⟩ := h.1
  exact (h₀.2 ⟨modulus ψ, isState_modulus hψ, rfl⟩).trans (diamagnetic t ht V φ ψ hψ)
```

Applied to a minimiser at $\varphi_N$ itself, the inequality yields a ground state with nonnegative amplitudes.

```lean
/-- For `t j ≥ 0` and no more particles than sites, the lowest energy at the optimal flux is
attained by a state whose amplitudes are all real and nonnegative. -/
theorem exists_nonneg_groundState (t : Fin (n + 1) → ℝ) (ht : ∀ j, 0 ≤ t j)
    (V : Finset (Fin (n + 1)) → ℝ) (hN : N ≤ n + 1) :
    ∃ ψ : Amplitudes n, IsState N ψ ∧ (∀ S, ∃ r : ℝ, 0 ≤ r ∧ ψ S = r) ∧
      IsLowestEnergy t V (optimalFlux N) N (energy t V (optimalFlux N) ψ) := by
  obtain ⟨E, ⟨ψ, hψ, rfl⟩, hmin⟩ := exists_lowestEnergy t V (optimalFlux N) hN
  refine ⟨modulus ψ, isState_modulus hψ, fun S => ⟨‖ψ S‖, norm_nonneg _, rfl⟩,
    ⟨modulus ψ, isState_modulus hψ, rfl⟩, fun x hx => ?_⟩
  exact (diamagnetic t ht V _ ψ hψ).trans (hmin hx)

end LatticeLeggett
```

```lean
#print axioms LatticeLeggett.leggett
#print axioms LatticeLeggett.exists_nonneg_groundState
```

```
'LatticeLeggett.leggett' depends on axioms: [propext, Classical.choice, Quot.sound]
'LatticeLeggett.exists_nonneg_groundState' depends on axioms: [propext, Classical.choice, Quot.sound]
```

For persistent currents, the rule names a flux of lowest energy for spinless fermions on a single-channel ring with nearest-neighbour hoppings $-t_j\le0$. Reducing a real ring to that model is a separate physical step.
